# The Bixon–Jortner echo hierarchy and its unique closed-form solution

A discrete level is coupled with equal strength $V$ to a ladder of levels with spacing $\delta$ that extends without end both up and down in energy. One of these levels has the same energy as the discrete level. Prepared in the discrete level, the system first decays at the golden-rule rate $G = 2\pi V^2/\delta$ (with $\hbar = 1$). The ladder is not a true continuum, however: its phases realign after every recurrence time $T = 2\pi/\delta$, and amplitude returns. What shape do these returns have?

With energies measured from the discrete level, eliminating the ladder amplitudes leaves a memory kernel $V^2\sum_{l=-\infty}^{\infty} e^{-il\delta\tau}$, which is a train of delta functions of weight $G$ at multiples of $T$. The one at $\tau=0$ lies at the end of the integration range and counts half. For $nT<t<(n+1)T$ the amplitude $c$ of the initial state therefore obeys

$$c'(t) = -\tfrac G2\, c(t) - G\sum_{m=0}^{n-1} c\big(t-(m+1)T\big).$$

Write $c(t)=\sum_{k=0}^{n} f_k(t-kT)$, where the echo $f_k$ starts at time $kT$. The delay equation holds if

$$f_k' = -\tfrac G2 f_k - G\sum_{m<k} f_m,\qquad f_0(0)=1,\quad f_k(0)=0\ \ (k\ge1).$$

The claim is that, for real $G$, this hierarchy has exactly one solution, $f_k(t)=e^{-Gt/2}P_k(Gt)$, with $P_0=1$ and

$$P_{k+1}(x)=\sum_{j=0}^{k}\binom kj\frac{(-x)^{j+1}}{(j+1)!}.$$

## Solving the hierarchy by hand

**Partial sums.** We show by induction that $\sum_{m=0}^{k}P_m(x)=\sum_{j=0}^{k}\binom kj\frac{(-x)^j}{j!}$. For $k=0$ both sides are 1. Adding $P_{k+1}$ to the formula for $k$ leaves the constant term at 1 and gives $(-x)^{j+1}/(j+1)!$ the coefficient $\binom k{j+1}+\binom kj=\binom{k+1}{j+1}$, as required.

**Slopes.** Since $\frac{d}{dx}\frac{(-x)^{j+1}}{(j+1)!}=-\frac{(-x)^j}{j!}$, the partial sums give $P_{k+1}'=-\sum_{m\le k}P_m$. Also $P_0'=0$, so $P_k'=-\sum_{m<k}P_m$ for every $k$.

**Existence.** By the product and chain rules,
$$f_k'(t)=-\tfrac G2f_k(t)+Ge^{-Gt/2}P_k'(Gt)=-\tfrac G2f_k(t)-G\sum_{m<k}f_m(t).$$
The initial values follow from $P_0=1$ and $P_k(0)=0$ for $k\ge1$.

**Uniqueness.** Let the family $g$ be another solution, with $g_m=f_m$ for all $m<k$. The driving terms cancel in $d=g_k-f_k$, so $d'=-\frac G2d$ and $(e^{Gt/2}d)'=0$. As $d(0)=0$, $d$ vanishes everywhere. Strong induction covers all $k$.

**Back to the delay equation.** Differentiating the echo sum produces $\sum_{k=0}^{n}\sum_{m<k}f_m(t-kT)$. Grouping the terms by the difference of the two indices turns this into
$$\sum_{m=0}^{n-1}\ \sum_{k=0}^{n-m-1}f_k\big(t-(m+1+k)T\big)=\sum_{m=0}^{n-1}c\big(t-(m+1)T\big).$$

**Height of the first echo.** With $x=Gt\ge0$, $|f_1|=xe^{-x/2}$. The inequality $1+u\le e^u$ at $u=x/2-1$ gives $x/2\le e^{x/2-1}$, hence $|f_1|\le2/e$, with equality only at $u=0$, that is $x=2$.

## Three echoes in numbers

Take $G=1$, $T=2$, $t=5$, so $n=2$. Then

$$c(5)=e^{-5/2}-3e^{-3/2}-\tfrac12e^{-1/2}\approx0.0821-0.6694-0.3033=-0.8906,$$

a population of about $0.79$. The earlier values are $c(1)=e^{-1/2}$ and $c(3)=e^{-3/2}-e^{-1/2}$, with sum $e^{-3/2}\approx0.2231$. The delay equation gives $c'(5)\approx0.4453-0.2231=0.2222$. Differentiating the three echoes directly gives $-0.0410+0.1116+0.1516=0.2222$.

## Polynomials, echoes and amplitude in Lean

```lean
import Mathlib

open Finset

namespace BixonJortnerEchoes

noncomputable section
```

The polynomials are defined by cases, with the same index $j$ as above.

```lean
/-- The echo polynomials: `P_0 = 1` and
`P_(k+1)(x) = ∑ j = 0..k, C(k, j) (-x)^(j+1) / (j+1)!`. -/
def echoPoly : ℕ → ℝ → ℝ
  | 0, _ => 1
  | k + 1, x => ∑ j ∈ range (k + 1),
      (k.choose j : ℝ) * (-x) ^ (j + 1) / ((j + 1).factorial : ℝ)
```

In `echo`, time is counted from the echo's own onset.

```lean
/-- The `k`-th echo `f_k(t) = exp(-G t / 2) P_k(G t)`, with `t` counted from its onset. -/
def echo (G : ℝ) (k : ℕ) (t : ℝ) : ℝ :=
  Real.exp (-(G * t) / 2) * echoPoly k (G * t)
```

The amplitude adds the echoes begun by time $t$; the natural-number floor `⌊t / T⌋₊` counts the completed recurrences. It is meant for $t\ge0$ and $T>0$.

```lean
/-- The amplitude of the initial state at time `t ≥ 0`: the sum of all echoes that have
started by then, the `k`-th one delayed by `k` recurrence times `T`. -/
def amplitude (G T t : ℝ) : ℝ :=
  ∑ k ∈ range (⌊t / T⌋₊ + 1), echo G k (t - k * T)
```

The Hamiltonian and the elimination of the ladder are not formalised: `amplitude` is defined by the echo sum, and $G$ and $T$ enter as independent real numbers.

## From Pascal's rule to the hierarchy

In the induction for the partial sums, `hpad` adds the vanishing term with $\binom k{k+1}$ and splits off $j=0$, so that both sums run over the same powers. `hP` then applies Pascal's rule term by term.

```lean
/-- The first `k + 1` echo polynomials add up to `∑ j = 0..k, C(k, j) (-x)^j / j!`. -/
theorem sum_echoPoly (k : ℕ) (x : ℝ) :
    ∑ m ∈ range (k + 1), echoPoly m x =
      ∑ j ∈ range (k + 1), (k.choose j : ℝ) * (-x) ^ j / (j.factorial : ℝ) := by
  induction k with
  | zero => simp [echoPoly]
  | succ k ih =>
    -- pad the old sum with a vanishing top term, then split off `j = 0`
    have hpad : ∑ j ∈ range (k + 1), (k.choose j : ℝ) * (-x) ^ j / (j.factorial : ℝ) =
        ∑ j ∈ range (k + 1),
          (k.choose (j + 1) : ℝ) * (-x) ^ (j + 1) / ((j + 1).factorial : ℝ) + 1 := by
      have h1 := sum_range_succ
        (fun j => (k.choose j : ℝ) * (-x) ^ j / (j.factorial : ℝ)) (k + 1)
      have h2 := sum_range_succ'
        (fun j => (k.choose j : ℝ) * (-x) ^ j / (j.factorial : ℝ)) (k + 1)
      have h3 : (k.choose (k + 1) : ℝ) = 0 := by
        exact_mod_cast Nat.choose_succ_self k
      simp only [h3, zero_mul, zero_div, add_zero] at h1
      rw [← h1, h2]
      simp
    rw [sum_range_succ (fun m => echoPoly m x) (k + 1), ih, hpad,
      sum_range_succ' (fun j => ((k + 1).choose j : ℝ) * (-x) ^ j / (j.factorial : ℝ)) (k + 1)]
    -- Pascal's rule
    have hP : ∑ j ∈ range (k + 1),
        ((k + 1).choose (j + 1) : ℝ) * (-x) ^ (j + 1) / ((j + 1).factorial : ℝ) =
        ∑ j ∈ range (k + 1),
          (k.choose (j + 1) : ℝ) * (-x) ^ (j + 1) / ((j + 1).factorial : ℝ)
        + echoPoly (k + 1) x := by
      rw [echoPoly, ← sum_add_distrib]
      refine sum_congr rfl fun j _ => ?_
      rw [Nat.choose_succ_succ' k j, Nat.cast_add]
      ring
    rw [hP]
    simp only [Nat.choose_zero_right, Nat.cast_one, pow_zero, Nat.factorial_zero, mul_one,
      div_one]
    ring
```

`HasDerivAt f a t` says that `f` is differentiable at `t` with derivative `a`. The next proof rewrites the target with the partial-sum formula and differentiates each monomial; `field_simp` cancels the factor $j+1$ against the factorial.

```lean
/-- The slope of an echo polynomial is minus the sum of all earlier ones. -/
theorem echoPoly_hasDerivAt (k : ℕ) (x : ℝ) :
    HasDerivAt (echoPoly k) (-∑ m ∈ range k, echoPoly m x) x := by
  cases k with
  | zero =>
    change HasDerivAt (fun _ : ℝ => (1 : ℝ)) _ x
    exact (hasDerivAt_const x (1 : ℝ)).congr_deriv (by simp)
  | succ k =>
    rw [sum_echoPoly, ← sum_neg_distrib]
    change HasDerivAt (fun y : ℝ => ∑ j ∈ range (k + 1),
      (k.choose j : ℝ) * (-y) ^ (j + 1) / ((j + 1).factorial : ℝ)) _ x
    refine HasDerivAt.fun_sum fun j _ => ?_
    have h := (((hasDerivAt_id' x).fun_neg.fun_pow (j + 1)).const_mul
      (k.choose j : ℝ)).div_const ((j + 1).factorial : ℝ)
    refine h.congr_deriv ?_
    have hf : (j.factorial : ℝ) ≠ 0 := by exact_mod_cast j.factorial_ne_zero
    have hj : (j : ℝ) + 1 ≠ 0 := by positivity
    simp only [Nat.add_sub_cancel, Nat.factorial_succ, Nat.cast_mul, Nat.cast_add, Nat.cast_one]
    generalize (-x) ^ j = y
    field_simp
```

The product and chain rules now give the hierarchy, and substitution gives the initial values.

```lean
/-- Each echo decays at the amplitude rate `G / 2` and is driven by all earlier echoes. -/
theorem echo_hasDerivAt (G : ℝ) (k : ℕ) (t : ℝ) :
    HasDerivAt (echo G k) (-(G / 2) * echo G k t - G * ∑ m ∈ range k, echo G m t) t := by
  have hl : HasDerivAt (fun s : ℝ => G * s) G t :=
    ((hasDerivAt_id' t).const_mul G).congr_deriv (mul_one _)
  have he := (hl.fun_neg.div_const 2).exp
  have hp : HasDerivAt (fun s => echoPoly k (G * s))
      ((-∑ m ∈ range k, echoPoly m (G * t)) * G) t :=
    (echoPoly_hasDerivAt k (G * t)).comp t hl
  change HasDerivAt (fun s => Real.exp (-(G * s) / 2) * echoPoly k (G * s)) _ t
  refine (he.fun_mul hp).congr_deriv ?_
  simp only [echo, ← mul_sum]
  ring

/-- At its onset the zeroth echo equals one and every later echo vanishes. -/
theorem echo_initial (G : ℝ) (k : ℕ) : echo G k 0 = if k = 0 then 1 else 0 := by
  cases k <;> simp [echo, echoPoly]
```

## Uniqueness as an equivalence

The main theorem takes an arbitrary family `g` of real functions on the whole time line. It satisfies the initial conditions and the hierarchy if and only if it equals `echo G`. No sign is imposed on $G$.

```lean
/-- A family of functions obeys the echo hierarchy, with the initial state occupied at
the start and all later echoes empty, exactly when it is `exp(-G t / 2) P_k(G t)`. -/
theorem echo_hierarchy_iff (G : ℝ) (g : ℕ → ℝ → ℝ) :
    (g 0 0 = 1 ∧ (∀ k, 1 ≤ k → g k 0 = 0) ∧
      ∀ k t, HasDerivAt (g k) (-(G / 2) * g k t - G * ∑ m ∈ range k, g m t) t) ↔
    g = echo G := by
  constructor
  · rintro ⟨h0, hk, hd⟩
    funext k
    induction k using Nat.strong_induction_on with
    | _ k ih =>
      have hz : g k 0 = echo G k 0 := by
        rw [echo_initial]
        split_ifs with h
        · rw [h, h0]
        · exact hk k (Nat.one_le_iff_ne_zero.mpr h)
      -- the difference, freed of its exponential decay, is constant
      have hc : ∀ t, HasDerivAt
          (fun s => Real.exp (G / 2 * s) * (g k s - echo G k s)) 0 t := by
        intro t
        have hl : HasDerivAt (fun s : ℝ => G / 2 * s) (G / 2) t :=
          ((hasDerivAt_id' t).const_mul (G / 2)).congr_deriv (mul_one _)
        have hs : ∑ m ∈ range k, g m t = ∑ m ∈ range k, echo G m t :=
          sum_congr rfl fun m hm => by rw [ih m (mem_range.mp hm)]
        refine (hl.exp.fun_mul ((hd k t).fun_sub (echo_hasDerivAt G k t))).congr_deriv ?_
        rw [hs]
        ring
      funext t
      have h := is_const_of_deriv_eq_zero (fun s => (hc s).differentiableAt)
        (fun s => (hc s).deriv) t 0
      simp only [hz, sub_self, mul_zero] at h
      rcases mul_eq_zero.mp h with h | h
      · exact absurd h (Real.exp_ne_zero _)
      · exact sub_eq_zero.mp h
  · rintro rfl
    refine ⟨by simp [echo_initial], fun k hk => ?_, echo_hasDerivAt G⟩
    rw [echo_initial, if_neg (by omega)]
```

In the forward direction, `hc` is the statement $(e^{Gt/2}d)'=0$, with `hs` replacing the earlier members of `g` by echoes. `is_const_of_deriv_eq_zero` compares times $t$ and $0$, and the exponential, being nonzero, is divided out. The converse collects the two preceding theorems.

## The delay equation between recurrences

On $nT\le t<(n+1)T$ the floor equals $n$.

```lean
/-- Between the `n`-th and the next recurrence exactly the echoes `0, ..., n` contribute. -/
theorem amplitude_eq (G : ℝ) {T t : ℝ} (hT : 0 < T) (n : ℕ)
    (h1 : n * T ≤ t) (h2 : t < (n + 1) * T) :
    amplitude G T t = ∑ k ∈ range (n + 1), echo G k (t - k * T) := by
  have h0 : 0 ≤ t := le_trans (by positivity) h1
  have hn : ⌊t / T⌋₊ = n := (Nat.floor_eq_iff (div_nonneg h0 hT.le)).2
    ⟨(le_div_iff₀ hT).2 h1, (div_lt_iff₀ hT).2 h2⟩
  rw [amplitude, hn]
```

At $t=(n+1)T$ the new echo is still zero, so the expressions on the two sides agree there.

```lean
/-- At a recurrence time the amplitude equals the sum of the earlier echoes alone. -/
theorem amplitude_at_recurrence (G : ℝ) {T : ℝ} (hT : 0 < T) (n : ℕ) :
    amplitude G T ((n + 1) * T) =
      ∑ k ∈ range (n + 1), echo G k ((n + 1) * T - k * T) := by
  rw [amplitude_eq G hT (n + 1) (by push_cast; exact le_rfl) (by push_cast; linarith),
    sum_range_succ _ (n + 1)]
  simp [echo_initial]
```

The regrouping of the double sum is an induction on $n$: the new row adds one entry to each diagonal, and `sum_range_reflect` reverses its order.

```lean
/-- A double sum over a triangle, reordered along its diagonals. -/
private lemma sum_triangle (a : ℕ → ℕ → ℝ) (n : ℕ) :
    ∑ k ∈ range (n + 1), ∑ m ∈ range k, a k m =
      ∑ m ∈ range n, ∑ k ∈ range (n - m), a (m + 1 + k) k := by
  induction n with
  | zero => simp
  | succ n ih =>
    have h : ∀ m ∈ range (n + 1), ∑ k ∈ range (n + 1 - m), a (m + 1 + k) k =
        ∑ k ∈ range (n - m), a (m + 1 + k) k + a (n + 1) (n - m) := by
      intro m hm
      have hm' := mem_range.mp hm
      rw [show n + 1 - m = (n - m) + 1 by omega, sum_range_succ,
        show m + 1 + (n - m) = n + 1 by omega]
    have hr := sum_range_reflect (fun m => a (n + 1) m) (n + 1)
    simp only [Nat.add_sub_cancel] at hr
    rw [sum_range_succ (fun k => ∑ m ∈ range k, a k m) (n + 1), ih, sum_congr rfl h,
      sum_add_distrib, hr, sum_range_succ (fun m => ∑ k ∈ range (n - m), a (m + 1 + k) k) n]
    simp
```

The delay equation is stated on open intervals, because each new echo starts with slope $-G$ and puts a kink in the amplitude when $G\ne0$.

```lean
/-- Between recurrences the amplitude obeys a delay equation: decay at the rate `G / 2`,
plus feedback from its own values one, two, ..., `n` recurrence times earlier. -/
theorem amplitude_delay_equation (G : ℝ) {T t : ℝ} (hT : 0 < T) (n : ℕ)
    (h1 : n * T < t) (h2 : t < (n + 1) * T) :
    HasDerivAt (amplitude G T)
      (-(G / 2) * amplitude G T t - G * ∑ m ∈ range n, amplitude G T (t - (m + 1) * T)) t := by
  have hw : HasDerivAt (fun s => ∑ k ∈ range (n + 1), echo G k (s - k * T))
      (∑ k ∈ range (n + 1), (-(G / 2) * echo G k (t - k * T)
        - G * ∑ m ∈ range k, echo G m (t - k * T))) t :=
    HasDerivAt.fun_sum fun k _ =>
      HasDerivAt.comp_sub_const t (k * T) (echo_hasDerivAt G k (t - k * T))
  have heq : amplitude G T =ᶠ[nhds t]
      fun s => ∑ k ∈ range (n + 1), echo G k (s - k * T) := by
    filter_upwards [Ioo_mem_nhds h1 h2] with s hs
    exact amplitude_eq G hT n hs.1.le hs.2
  -- each delayed amplitude contains only the echoes started by that earlier time
  have hs : ∀ m ∈ range n, amplitude G T (t - (m + 1) * T) =
      ∑ k ∈ range (n - m), echo G k (t - ((m + 1 + k : ℕ) : ℝ) * T) := by
    intro m hm
    obtain ⟨d, hd⟩ := Nat.exists_eq_add_of_lt (mem_range.mp hm)
    have hc : (n : ℝ) = m + d + 1 := by exact_mod_cast hd
    rw [hc] at h1 h2
    rw [amplitude_eq G hT d (by nlinarith) (by nlinarith), show n - m = d + 1 by omega]
    refine sum_congr rfl fun k _ => ?_
    congr 1
    push_cast
    ring
  refine (hw.congr_of_eventuallyEq heq).congr_deriv ?_
  have htri := sum_triangle (fun k m => echo G m (t - k * T)) n
  beta_reduce at htri
  rw [amplitude_eq G hT n h1.le h2, sum_congr rfl hs, sum_sub_distrib, ← mul_sum,
    ← mul_sum, htri]
```

Here `heq` replaces the amplitude near $t$ by a fixed finite sum, `hw` differentiates that sum, and `hs` identifies the delayed amplitudes after regrouping.

For $n=0$ the feedback sum is empty and the decay is purely exponential. In simulations that replace a continuum by discrete levels, this model of an infinite, uniformly spaced and uniformly coupled ladder shows the cost of the spacing: recurrences set in at $T=2\pi/\delta$.

## The peak of the first echo

The last theorem bounds a single echo, not the total amplitude, which also contains the remainder of the initial decay and any later echoes. Its proof uses `Real.add_one_le_exp` for the bound and the strict version for the equality case.

```lean
/-- For `G t ≥ 0` the first echo never exceeds `2 / e` in modulus, and it reaches this
value exactly at `G t = 2`. -/
theorem first_echo_peak (G t : ℝ) (h : 0 ≤ G * t) :
    |echo G 1 t| ≤ 2 * Real.exp (-1) ∧ (|echo G 1 t| = 2 * Real.exp (-1) ↔ G * t = 2) := by
  have habs : |echo G 1 t| = Real.exp (-(G * t) / 2) * (G * t) := by
    have h1 : echo G 1 t = -(Real.exp (-(G * t) / 2) * (G * t)) := by
      simp [echo, echoPoly]
    rw [h1, abs_neg, abs_of_nonneg (mul_nonneg (Real.exp_pos _).le h)]
  rw [habs]
  generalize G * t = x
  have hpos := Real.exp_pos (-x / 2)
  have hprod : Real.exp (-x / 2) * Real.exp (x / 2 - 1) = Real.exp (-1) := by
    rw [← Real.exp_add]
    congr 1
    ring
  refine ⟨?_, fun he => ?_, fun hx => ?_⟩
  · have hb := Real.add_one_le_exp (x / 2 - 1)
    nlinarith [mul_le_mul_of_nonneg_left hb hpos.le]
  · by_contra hne
    have hb := Real.add_one_lt_exp (x := x / 2 - 1) (fun h0 => hne (by linarith))
    nlinarith [mul_lt_mul_of_pos_left hb hpos]
  · rw [hx, show -(2 : ℝ) / 2 = -1 by norm_num]
    ring

end

end BixonJortnerEchoes
```

```lean
#print axioms BixonJortnerEchoes.echo_hierarchy_iff
-- 'BixonJortnerEchoes.echo_hierarchy_iff' depends on axioms: [propext, Classical.choice, Quot.sound]
#print axioms BixonJortnerEchoes.amplitude_at_recurrence
-- 'BixonJortnerEchoes.amplitude_at_recurrence' depends on axioms: [propext, Classical.choice, Quot.sound]
#print axioms BixonJortnerEchoes.amplitude_delay_equation
-- 'BixonJortnerEchoes.amplitude_delay_equation' depends on axioms: [propext, Classical.choice, Quot.sound]
#print axioms BixonJortnerEchoes.first_echo_peak
-- 'BixonJortnerEchoes.first_echo_peak' depends on axioms: [propext, Classical.choice, Quot.sound]
```
